# In a single-transition spin model, a collinear kernel separates one triplet component from the other two by twice the spin coupling

To check a linear-response density-functional calculation on a closed-shell atom, one can switch off spin–orbit coupling and compare the three spin components of a triplet excitation. They should have the same energy. Whether they do depends on the exchange–correlation kernel: a noncollinear kernel responds to the spin density along all three directions, a collinear one only along $z$. For one isolated spatial transition, the comparison reduces to the eigenvalues of a map on $2\times2$ matrices.

## The spin factors of one transition

Let an electron be excited from one spatial orbital to another. The spin part of the excitation is a complex $2\times2$ matrix $M$, whose entry in row $i$ and column $j$ is the amplitude for taking the electron from spin state $j$ in the first orbital to spin state $i$ in the second. The identity matrix is the singlet, and the traceless matrices form the triplet. Number the Pauli matrices $\sigma_0,\sigma_1,\sigma_2$ for $x,y,z$, so that $\sigma_0$ is $\sigma_x$ and not the identity, as in some texts. The response is

$$R(M)=d\,M+a\,\mathrm{tr}(M)\,1+\sum_{k=0}^{2} b_k\,\mathrm{tr}(\sigma_k M)\,\sigma_k .$$

In the Tamm–Dancoff approximation with a pure density functional, $d$ is the orbital energy difference, $a$ the Coulomb and exchange–correlation coupling of the charge density, and $b_k$ the exchange–correlation coupling of the spin density along direction $k$. There is no charge–spin coupling, as for an unpolarised ground state.

The Pauli matrices satisfy $\mathrm{tr}\,\sigma_k=0$ and $\mathrm{tr}(\sigma_j\sigma_k)=2\delta_{jk}$. They also give the expansion

$$M=\tfrac12\mathrm{tr}(M)\,1+\tfrac12\sum_k\mathrm{tr}(\sigma_kM)\,\sigma_k .$$

To verify it, write $M_{ij}$ with $i,j\in\{0,1\}$. The spin components are
$$\mathrm{tr}(\sigma_0M)=M_{10}+M_{01},\quad \mathrm{tr}(\sigma_1M)=-iM_{10}+iM_{01},\quad \mathrm{tr}(\sigma_2M)=M_{00}-M_{11}.$$
The diagonal entries of the right-hand side are $\tfrac12(M_{00}+M_{11})\pm\tfrac12(M_{00}-M_{11})$, which are $M_{00}$ and $M_{11}$. The upper right entry is $\tfrac12(M_{10}+M_{01})+\tfrac12(-M_{10}+M_{01})=M_{01}$, and the lower left is $\tfrac12(M_{10}+M_{01})+\tfrac12(M_{10}-M_{01})=M_{10}$.

Taking traces of $R(M)$, with $\mathrm{tr}\,1=2$, gives

$$\mathrm{tr}\,R(M)=(d+2a)\,\mathrm{tr}\,M,\qquad \mathrm{tr}(\sigma_jR(M))=(d+2b_j)\,\mathrm{tr}(\sigma_jM).$$

Inserting $1$ and $\sigma_j$ into the definition gives $R(1)=(d+2a)1$ and $R(\sigma_j)=(d+2b_j)\sigma_j$. There are no further eigenvalues. If $R(M)=\mu M$, then

$$(\mu-d-2a)\,\mathrm{tr}\,M=0,\qquad (\mu-d-2b_j)\,\mathrm{tr}(\sigma_jM)=0 .$$

When $\mu$ differs from all four factors, every component vanishes, and the expansion gives $M=0$.

If one factor $\mu$ serves all traceless matrices, then $\mu=d+2b_k$ for each $k$, so the couplings are equal. Conversely, if every $b_k=b$ and $\mathrm{tr}\,M=0$, the expansion turns the spin sum into $2bM$, so $R(M)=(d+2b)M$. For the collinear couplings $(0,0,b)$, $\sigma_0$ and $\sigma_1$ stay at $d$ while $\sigma_2$ lies at $d+2b$: for $b\neq0$ the triplet splits.

## Pauli matrices and the response map in Lean

```lean
import Mathlib

open Matrix

namespace SpinResponseKernel

noncomputable section
```

Directions are elements of `Fin 3`, and spin matrices have type `Matrix (Fin 2) (Fin 2) ℂ`.

```lean
/-- The Pauli matrices, numbered 0, 1, 2 for the directions x, y, z. -/
def pauli : Fin 3 → Matrix (Fin 2) (Fin 2) ℂ :=
  ![!![0, 1; 1, 0], !![0, -Complex.I; Complex.I, 0], !![1, 0; 0, -1]]
```

The function `response` is $R$, with `b k` for $b_k$. The parameters may be complex, which includes the real physical values.

```lean
/-- The response map on spin matrices: a diagonal part `d`, a coupling `a` of the charge
component, and a coupling `b k` of the spin component along each direction `k`. -/
def response (d a : ℂ) (b : Fin 3 → ℂ) (M : Matrix (Fin 2) (Fin 2) ℂ) :
    Matrix (Fin 2) (Fin 2) ℂ :=
  d • M + (a * M.trace) • (1 : Matrix (Fin 2) (Fin 2) ℂ)
    + ∑ k, (b k * (pauli k * M).trace) • pauli k
```

The two trace rules are checked case by case over the directions.

```lean
/-- Each Pauli matrix is traceless. -/
theorem trace_pauli (k : Fin 3) : (pauli k).trace = 0 := by
  fin_cases k <;> simp [pauli, Matrix.trace_fin_two]

/-- The Pauli matrices are orthogonal in the trace product, each with square norm 2. -/
theorem trace_pauli_mul (j k : Fin 3) :
    (pauli j * pauli k).trace = if j = k then 2 else 0 := by
  fin_cases j <;> fin_cases k <;>
    simp [pauli, Matrix.trace_fin_two] <;> norm_num
```

The expansion holds for every matrix, Hermitian or not. Its proof first computes the three spin components from the entries, as above, and then compares the four entries. The off-diagonal ones use $i^2=-1$, supplied by `Complex.I_sq`.

```lean
/-- Every spin matrix is the sum of its charge component along the identity and its three
spin components along the Pauli matrices. -/
theorem pauli_expansion (M : Matrix (Fin 2) (Fin 2) ℂ) :
    M = (M.trace / 2) • (1 : Matrix (Fin 2) (Fin 2) ℂ)
      + ∑ k, ((pauli k * M).trace / 2) • pauli k := by
  -- the three spin components in terms of the matrix entries
  have h0 : (pauli 0 * M).trace = M 1 0 + M 0 1 := by
    simp only [Matrix.trace_fin_two, Matrix.mul_apply, Fin.sum_univ_two]
    simp [pauli]
  have h1 : (pauli 1 * M).trace = -Complex.I * M 1 0 + Complex.I * M 0 1 := by
    simp only [Matrix.trace_fin_two, Matrix.mul_apply, Fin.sum_univ_two]
    simp [pauli]
  have h2 : (pauli 2 * M).trace = M 0 0 + -M 1 1 := by
    simp only [Matrix.trace_fin_two, Matrix.mul_apply, Fin.sum_univ_two]
    simp [pauli]
  rw [Fin.sum_univ_three, h0, h1, h2, Matrix.trace_fin_two]
  ext i j
  fin_cases i <;> fin_cases j
  · simp [pauli]
    ring
  · simp [pauli]
    linear_combination ((M 0 1 - M 1 0) / 2) * Complex.I_sq
  · simp [pauli]
    linear_combination ((M 1 0 - M 0 1) / 2) * Complex.I_sq
  · simp [pauli]
    ring
```

## Each component has its own factor

The next two theorems are the trace identities for an arbitrary $M$. Simplification with the trace rules removes the whole sum over directions in the first and all but one of its terms in the second, and `ring` collects the factor.

```lean
/-- The response multiplies the charge component of any spin matrix by `d + 2a`. -/
theorem trace_response (d a : ℂ) (b : Fin 3 → ℂ) (M : Matrix (Fin 2) (Fin 2) ℂ) :
    (response d a b M).trace = (d + 2 * a) * M.trace := by
  have ht : (1 : Matrix (Fin 2) (Fin 2) ℂ).trace = 2 := by norm_num [Matrix.trace_fin_two]
  simp only [response, Matrix.trace_add, Matrix.trace_smul, Matrix.trace_sum, trace_pauli,
    smul_eq_mul, mul_zero, Finset.sum_const_zero, add_zero, ht]
  ring

/-- The response multiplies the spin component along direction `j` of any spin matrix by
`d + 2 b j`. -/
theorem trace_pauli_response (d a : ℂ) (b : Fin 3 → ℂ) (M : Matrix (Fin 2) (Fin 2) ℂ)
    (j : Fin 3) :
    (pauli j * response d a b M).trace = (d + 2 * b j) * (pauli j * M).trace := by
  simp only [response, mul_add, Matrix.mul_smul, Finset.mul_sum, mul_one, Matrix.trace_add,
    Matrix.trace_smul, Matrix.trace_sum, trace_pauli, trace_pauli_mul, smul_eq_mul, mul_ite,
    mul_zero, Finset.sum_ite_eq, Finset.mem_univ, if_true, add_zero]
  ring
```

The eigenvector equations follow by inserting $1$ and $\sigma_j$ into the definition.

```lean
/-- The identity is an eigenvector of the response with eigenvalue `d + 2a`. -/
theorem response_one (d a : ℂ) (b : Fin 3 → ℂ) :
    response d a b 1 = (d + 2 * a) • (1 : Matrix (Fin 2) (Fin 2) ℂ) := by
  have ht : (1 : Matrix (Fin 2) (Fin 2) ℂ).trace = 2 := by norm_num [Matrix.trace_fin_two]
  simp only [response, ht, mul_one, trace_pauli, mul_zero, zero_smul,
    Finset.sum_const_zero, add_zero]
  module

/-- The Pauli matrix of direction `j` is an eigenvector of the response with eigenvalue
`d + 2 b j`. -/
theorem response_pauli (d a : ℂ) (b : Fin 3 → ℂ) (j : Fin 3) :
    response d a b (pauli j) = (d + 2 * b j) • pauli j := by
  simp only [response, trace_pauli, trace_pauli_mul, mul_ite, mul_zero, ite_smul, zero_smul,
    Finset.sum_ite_eq', Finset.mem_univ, if_true, add_zero]
  module
```

## The complete list of eigenvalues

The theorem says that a nonzero $M$ with $R(M)=\mu M$ exists exactly when $\mu$ is one of the listed values. It makes no statement about multiplicities. In the forward direction, `h0` and `hk` are the vanishing charge and spin components, and `pauli_expansion` then contradicts $M\neq0$. In the reverse direction the eigenvectors are exhibited; $\sigma_k$ is nonzero because $\mathrm{tr}(\sigma_k\sigma_k)=2$.

```lean
/-- The eigenvalues of the response are exactly `d + 2a` and the three numbers
`d + 2 b k`. -/
theorem response_eigenvalue_iff (d a : ℂ) (b : Fin 3 → ℂ) (μ : ℂ) :
    (∃ M, M ≠ 0 ∧ response d a b M = μ • M) ↔
      μ = d + 2 * a ∨ ∃ k, μ = d + 2 * b k := by
  constructor
  · rintro ⟨M, hM0, hM⟩
    by_contra hn
    rw [not_or, not_exists] at hn
    -- away from the listed values every component of the eigenvector vanishes
    have h0 : M.trace = 0 := by
      have h := trace_response d a b M
      rw [hM, Matrix.trace_smul, smul_eq_mul] at h
      have h' : (μ - (d + 2 * a)) * M.trace = 0 := by linear_combination h
      exact (mul_eq_zero.mp h').resolve_left (sub_ne_zero.mpr hn.1)
    have hk : ∀ k, (pauli k * M).trace = 0 := by
      intro k
      have h := trace_pauli_response d a b M k
      rw [hM, Matrix.mul_smul, Matrix.trace_smul, smul_eq_mul] at h
      have h' : (μ - (d + 2 * b k)) * (pauli k * M).trace = 0 := by linear_combination h
      exact (mul_eq_zero.mp h').resolve_left (sub_ne_zero.mpr (hn.2 k))
    apply hM0
    rw [pauli_expansion M]
    simp [h0, hk]
  · rintro (rfl | ⟨k, rfl⟩)
    · exact ⟨1, one_ne_zero, response_one d a b⟩
    · refine ⟨pauli k, fun h => ?_, response_pauli d a b k⟩
      have h2 := trace_pauli_mul k k
      rw [h] at h2
      simp at h2
```

## Degeneracy and the collinear splitting

A degenerate triplet is expressed as a single $\mu$ with $R(M)=\mu M$ for every traceless $M$. The forward proof projects on each Pauli matrix and compares the factors. The reverse proof takes $\mu=d+2b_0$ and rebuilds $M$ from the spin sum in `hs`.

```lean
/-- The response acts on all traceless spin matrices as one common factor if and only if
the three spin couplings are equal. -/
theorem triplet_degenerate_iff (d a : ℂ) (b : Fin 3 → ℂ) :
    (∃ μ : ℂ, ∀ M, M.trace = 0 → response d a b M = μ • M) ↔ ∀ j k, b j = b k := by
  constructor
  · rintro ⟨μ, h⟩
    -- projecting on each Pauli matrix reads off its factor
    have hb : ∀ k, (d + 2 * b k) * 2 = μ * 2 := by
      intro k
      have h1 := trace_pauli_response d a b (pauli k) k
      rw [h _ (trace_pauli k), Matrix.mul_smul, Matrix.trace_smul, smul_eq_mul,
        trace_pauli_mul, if_pos rfl] at h1
      exact h1.symm
    intro j k
    linear_combination (hb j - hb k) / 4
  · intro h
    refine ⟨d + 2 * b 0, fun M hM => ?_⟩
    have e := pauli_expansion M
    rw [hM, zero_div, zero_smul, zero_add] at e
    -- with equal couplings the spin sum rebuilds the traceless matrix itself
    have hs : ∑ k, (b k * (pauli k * M).trace) • pauli k = (2 * b 0) • M := by
      calc ∑ k, (b k * (pauli k * M).trace) • pauli k
          = (2 * b 0) • ∑ k, ((pauli k * M).trace / 2) • pauli k := by
            rw [Finset.smul_sum]
            refine Finset.sum_congr rfl fun k _ => ?_
            rw [h k 0, smul_smul]
            congr 1
            ring
        _ = (2 * b 0) • M := by rw [← e]
    rw [response, hM, hs]
    module
```

Without the condition $\mathrm{tr}\,M=0$, equal couplings no longer guarantee a common factor. If every $b_k=b$ and $a\neq b$, then $R(1)=(d+2a)1$ but $R(\sigma_2)=(d+2b)\sigma_2$: the singlet and the triplet have different energies.

The last theorem sets the two kernels side by side. The constant function `fun _ => b` is the noncollinear choice: for an unpolarised ground state and a functional unchanged by spin rotations, no direction is preferred, so the three couplings are equal. The collinear choice is `![0, 0, b]`. Each clause is an instance of `response_pauli`.

```lean
/-- With equal couplings `b` all three Pauli matrices have eigenvalue `d + 2b`; with the
z coupling alone, the x and y matrices have eigenvalue `d` and the z matrix `d + 2b`. -/
theorem collinear_splitting (d a b : ℂ) :
    (∀ k, response d a (fun _ => b) (pauli k) = (d + 2 * b) • pauli k) ∧
      response d a ![0, 0, b] (pauli 0) = d • pauli 0 ∧
      response d a ![0, 0, b] (pauli 1) = d • pauli 1 ∧
      response d a ![0, 0, b] (pauli 2) = (d + 2 * b) • pauli 2 := by
  refine ⟨fun k => response_pauli d a _ k, ?_, ?_, ?_⟩ <;> simp [response_pauli]

end

end SpinResponseKernel
```

```lean
#print axioms SpinResponseKernel.response_eigenvalue_iff
-- 'SpinResponseKernel.response_eigenvalue_iff' depends on axioms: [propext, Classical.choice, Quot.sound]
#print axioms SpinResponseKernel.triplet_degenerate_iff
-- 'SpinResponseKernel.triplet_degenerate_iff' depends on axioms: [propext, Classical.choice, Quot.sound]
#print axioms SpinResponseKernel.collinear_splitting
-- 'SpinResponseKernel.collinear_splitting' depends on axioms: [propext, Classical.choice, Quot.sound]
```

The model assumes that spin separates from space. In a four-component calculation, spin–orbit coupling mixes the two in the spinors, and the full response matrix also couples many transitions, so the splitting there need not equal $2b$ with $b$ the coupling of one transition.
